# Nearest-neighbour central springs resist every strain in fcc, but not in simple cubic or bcc

Put identical harmonic springs between nearest neighbours of a cubic crystal, each at its natural length and acting only along its bond. Now strain the crystal homogeneously. Some strains may turn the bonds without stretching any of them to first order, and the springs then offer no linear elastic resistance. Whether such strains exist depends on the bond directions alone.

## Elastic constants and soft strains of the three lattices

Let \(n\) be the unit vector along a bond, with Cartesian components \(n_0,n_1,n_2\), and let \(\varepsilon\) be the strain matrix. In reduced units the stiffness tensor and energy density are

\[
C_{ijkl}=\sum_{\text{bonds}} n_i n_j n_k n_l,\qquad
E(\varepsilon)=\tfrac12\sum_{ijkl}\varepsilon_{ij}C_{ijkl}\varepsilon_{kl}.
\]

The Voigt constants, whose labels start at 1, are \(C_{11}=C_{0000}\), \(C_{12}=C_{0011}\) and \(C_{44}=C_{1212}\). For the nearest-neighbour shells:

| Lattice | \(C_{11}\) | \(C_{12}\) | \(C_{44}\) | Symmetric strains with \(E=0\) |
|---|---|---|---|---|
| fcc | 2 | 1 | 1 | only \(\varepsilon=0\) |
| simple cubic | 2 | 0 | 0 | zero diagonal |
| bcc | 8/9 | 8/9 | 8/9 | diagonal and traceless |

## Singular stiffness matrices in simulation codes

For harmonic nearest-neighbour springs, a code that inverts the \(6\times6\) Voigt stiffness matrix to obtain compliances will succeed for fcc and meet a singular matrix for simple cubic and bcc. A variable-cell minimiser applied to the same model finds directions with no quadratic restoring energy in the latter two. The ratios in the table also provide exact reference values for a routine that extracts elastic constants from this model.

## From bond elongations to the strain equations

A homogeneous strain displaces the end of a bond \(r=|r|n\) by \(\varepsilon r\) relative to its start. To first order, its relative elongation is

\[
e(n)=\sum_{ij}n_i\varepsilon_{ij}n_j .
\]

Inserting the bond sum into the energy gives

\[
E(\varepsilon)=\tfrac12\sum_{\text{bonds}}
\Big(\sum_{ij}n_i\varepsilon_{ij}n_j\Big)\Big(\sum_{kl}n_k\varepsilon_{kl}n_l\Big)
=\tfrac12\sum_{\text{bonds}}e(n)^2 .
\]

The energy is therefore non-negative, and it vanishes exactly when every elongation vanishes.

The product \(n_in_jn_kn_l\) does not depend on the order of its factors, so \(C_{ijkl}=C_{ikjl}\). This is the Cauchy relation; for a cubic tensor it says \(C_{12}=C_{44}\).

In each of the three shells, reversing one Cartesian component of every bond gives the same shell. Components of \(C\) in which an index occurs an odd number of times therefore vanish. The rest are of the types \(C_{0000}\) and \(C_{0011}\), up to a permutation of the axes and the order of the indices:

- **fcc**, \(n=(\pm1,\pm1,0)/\sqrt2\) and permutations: eight bonds have \(n_0^4=1/4\), so \(C_{11}=2\); four have \(n_0^2n_1^2=1/4\), so \(C_{12}=C_{44}=1\).
- **Simple cubic**, \(n\) along the axes: two bonds have \(n_0^4=1\), and none has two nonzero components, so the constants are \(2,0,0\).
- **bcc**, \(n=(\pm1,\pm1,\pm1)/\sqrt3\): all eight bonds contribute \(1/9\) to each constant, giving \(8/9\).

It remains to solve \(e(n)=0\) for symmetric \(\varepsilon\). In fcc, the bonds in the plane of axes 0 and 1 require

\[
\tfrac12(\varepsilon_{00}+\varepsilon_{11}\pm2\varepsilon_{01})=0,
\]

hence \(\varepsilon_{01}=0\) and \(\varepsilon_{00}+\varepsilon_{11}=0\). The other two planes give the same equations for their axes. Three numbers whose pairwise sums vanish are all zero, so \(\varepsilon=0\).

In simple cubic, the conditions are just \(\varepsilon_{00}=\varepsilon_{11}=\varepsilon_{22}=0\), and shears remain free. In bcc, the bonds along \((1,s,t)\) with \(s,t=\pm1\) require

\[
\tfrac13\big(\varepsilon_{00}+\varepsilon_{11}+\varepsilon_{22}
+2s\,\varepsilon_{01}+2t\,\varepsilon_{02}+2st\,\varepsilon_{12}\big)=0 .
\]

Adding the four equations gives zero trace. Adding them with weights \(s\), \(t\) and \(st\) gives \(\varepsilon_{01}=\varepsilon_{02}=\varepsilon_{12}=0\). Conversely, every traceless diagonal strain satisfies all of them.

## The spring model in Lean

```lean
import Mathlib

open Matrix

namespace CauchyCentralForceCrystals

/-- Squared length of a bond vector with integer components. -/
def lenSq (v : Fin 3 → ℤ) : ℤ := v 0 ^ 2 + v 1 ^ 2 + v 2 ^ 2

/-- Component `i` of the unit vector along the bond `v`. -/
noncomputable def dir (v : Fin 3 → ℤ) (i : Fin 3) : ℝ := (v i : ℝ) / √(lenSq v : ℝ)

/-- Stiffness tensor `C_ijkl = ∑ n_i n_j n_k n_l` of a list of bonds. -/
noncomputable def stiffness (B : List (Fin 3 → ℤ)) (i j k l : Fin 3) : ℝ :=
  (B.map fun v => dir v i * dir v j * dir v k * dir v l).sum

/-- Elastic energy density `½ ε_ij C_ijkl ε_kl` of the strain `ε`. -/
noncomputable def energy (C : Fin 3 → Fin 3 → Fin 3 → Fin 3 → ℝ)
    (ε : Matrix (Fin 3) (Fin 3) ℝ) : ℝ :=
  1 / 2 * ∑ i, ∑ j, ∑ k, ∑ l, ε i j * C i j k l * ε k l

/-- Relative elongation `n · ε n` of the bond `v` under the strain `ε`. -/
noncomputable def elongation (v : Fin 3 → ℤ) (ε : Matrix (Fin 3) (Fin 3) ℝ) : ℝ :=
  ∑ i, ∑ j, dir v i * ε i j * dir v j

/-- Kronecker delta. -/
def kron {R : Type} [CommRing R] (i j : Fin 3) : R := if i = j then 1 else 0

/-- The stiffness tensor of a cubic crystal with constants `C11`, `C12`, `C44`. -/
def cubicTensor {R : Type} [CommRing R] (C11 C12 C44 : R) (i j k l : Fin 3) : R :=
  C12 * (kron i j * kron k l) + C44 * (kron i k * kron j l + kron i l * kron j k)
    + (C11 - C12 - 2 * C44) * (kron i j * kron j k * kron k l)

/-- The six nearest neighbours in the simple cubic lattice, in units of `a`. -/
def sc : List (Fin 3 → ℤ) :=
  [![1, 0, 0], ![-1, 0, 0], ![0, 1, 0], ![0, -1, 0], ![0, 0, 1], ![0, 0, -1]]

/-- The eight nearest neighbours in the bcc lattice, in units of `a/2`. -/
def bcc : List (Fin 3 → ℤ) :=
  [![1, 1, 1], ![1, 1, -1], ![1, -1, 1], ![1, -1, -1],
   ![-1, 1, 1], ![-1, 1, -1], ![-1, -1, 1], ![-1, -1, -1]]

/-- The twelve nearest neighbours in the fcc lattice, in units of `a/2`. -/
def fcc : List (Fin 3 → ℤ) :=
  [![1, 1, 0], ![1, -1, 0], ![-1, 1, 0], ![-1, -1, 0],
   ![1, 0, 1], ![1, 0, -1], ![-1, 0, 1], ![-1, 0, -1],
   ![0, 1, 1], ![0, 1, -1], ![0, -1, 1], ![0, -1, -1]]

/-- Cauchy relation: the stiffness tensor of any list of bonds is unchanged when its two
middle indices are exchanged. -/
theorem cauchy_relation (B : List (Fin 3 → ℤ)) (i j k l : Fin 3) :
    stiffness B i j k l = stiffness B i k j l := by
  unfold stiffness
  congr 2
  funext v
  ring

lemma sqrt_lenSq (v : Fin 3 → ℤ) :
    √(lenSq v : ℝ) * √(lenSq v : ℝ) = (lenSq v : ℝ) :=
  Real.mul_self_sqrt (by unfold lenSq; push_cast; positivity)

/-- The third component of an explicit bond vector. -/
lemma vec_two (p q r : ℤ) : (![p, q, r] : Fin 3 → ℤ) (2 : Fin 3) = r := rfl

/-- The elongation of a bond in terms of its unnormalised lattice vector. -/
lemma elongation_eq (v : Fin 3 → ℤ) (ε : Matrix (Fin 3) (Fin 3) ℝ) :
    elongation v ε = (∑ i, ∑ j, (v i : ℝ) * ε i j * (v j : ℝ)) / (lenSq v : ℝ) := by
  simp only [elongation, dir, Finset.sum_div]
  refine Finset.sum_congr rfl fun i _ => Finset.sum_congr rfl fun j _ => ?_
  calc _ = (v i : ℝ) * ε i j * (v j : ℝ) / (√(lenSq v : ℝ) * √(lenSq v : ℝ)) := by ring
    _ = _ := by rw [sqrt_lenSq]

/-- For bonds of equal squared length `s`, the stiffness is an integer sum over `s ^ 2`. -/
lemma stiffness_eq_int (B : List (Fin 3 → ℤ)) (s : ℤ) (hs : ∀ v ∈ B, lenSq v = s)
    (i j k l : Fin 3) : stiffness B i j k l =
      (((B.map fun v => v i * v j * v k * v l).sum : ℤ) : ℝ) / (s : ℝ) ^ 2 := by
  induction B with
  | nil => simp [stiffness]
  | cons v B ih =>
    have hd : dir v i * dir v j * dir v k * dir v l
        = (v i : ℝ) * v j * v k * v l / (s : ℝ) ^ 2 := by
      rw [← hs v List.mem_cons_self]
      calc _ = (v i : ℝ) * v j * v k * v l
            / (√(lenSq v : ℝ) * √(lenSq v : ℝ)) ^ 2 := by unfold dir; ring
        _ = _ := by rw [sqrt_lenSq]
    have ih' := ih fun w hw => hs w (List.mem_cons_of_mem _ hw)
    simp only [stiffness, List.map_cons, List.sum_cons] at ih' ⊢
    rw [ih', hd, Int.cast_add, add_div]
    simp only [Int.cast_mul]

/-- The elastic energy is half the sum of the squared bond elongations. -/
theorem energy_eq_bond_sum (B : List (Fin 3 → ℤ)) (ε : Matrix (Fin 3) (Fin 3) ℝ) :
    energy (stiffness B) ε = 1 / 2 * (B.map fun v => elongation v ε ^ 2).sum := by
  induction B with
  | nil => simp [energy, stiffness]
  | cons v B ih =>
    -- the energy is additive over bonds, and one bond contributes a perfect square
    have h1 : energy (stiffness (v :: B)) ε
        = energy (fun i j k l => dir v i * dir v j * dir v k * dir v l) ε
          + energy (stiffness B) ε := by
      simp only [energy, stiffness, List.map_cons, List.sum_cons, mul_add, add_mul,
        Finset.sum_add_distrib]
    have h2 : energy (fun i j k l => dir v i * dir v j * dir v k * dir v l) ε
        = 1 / 2 * elongation v ε ^ 2 := by
      simp only [energy, elongation, Fin.sum_univ_three]
      ring
    rw [h1, h2, ih, List.map_cons, List.sum_cons]
    ring

lemma energy_nonneg (B : List (Fin 3 → ℤ)) (ε : Matrix (Fin 3) (Fin 3) ℝ) :
    0 ≤ energy (stiffness B) ε := by
  rw [energy_eq_bond_sum]
  refine mul_nonneg (by norm_num) (List.sum_nonneg fun x hx => ?_)
  obtain ⟨v, _, rfl⟩ := List.mem_map.1 hx
  exact sq_nonneg _

/-- A strain costs no energy exactly when it leaves every bond unstretched to first order. -/
theorem energy_eq_zero_iff (B : List (Fin 3 → ℤ)) (ε : Matrix (Fin 3) (Fin 3) ℝ) :
    energy (stiffness B) ε = 0 ↔ ∀ v ∈ B, elongation v ε = 0 := by
  induction B with
  | nil => simp [energy, stiffness]
  | cons v B ih =>
    have e1 : energy (stiffness (v :: B)) ε
        = 1 / 2 * elongation v ε ^ 2 + energy (stiffness B) ε := by
      simp only [energy_eq_bond_sum, List.map_cons, List.sum_cons]
      ring
    have h0 := energy_nonneg B ε
    have hs := sq_nonneg (elongation v ε)
    rw [List.forall_mem_cons, ← ih, e1]
    constructor
    · intro h
      exact ⟨(pow_eq_zero_iff two_ne_zero).1 (by linarith), by linarith⟩
    · rintro ⟨h1, h2⟩
      rw [h1, h2]
      norm_num

/-- Nearest-neighbour elastic constants: fcc has `C11 = 2`, `C12 = C44 = 1`; simple cubic has
`C11 = 2`, `C12 = C44 = 0`; bcc has `C11 = C12 = C44 = 8/9`. -/
theorem cubic_constants :
    stiffness fcc = cubicTensor 2 1 1 ∧ stiffness sc = cubicTensor 2 0 0 ∧
      stiffness bcc = cubicTensor (8 / 9) (8 / 9) (8 / 9) := by
  -- the integer bond sums are checked component by component
  have hf : ∀ i j k l : Fin 3, (fcc.map fun v => v i * v j * v k * v l).sum
      = cubicTensor (8 : ℤ) 4 4 i j k l := by decide +kernel
  have hs : ∀ i j k l : Fin 3, (sc.map fun v => v i * v j * v k * v l).sum
      = cubicTensor (2 : ℤ) 0 0 i j k l := by decide +kernel
  have hb : ∀ i j k l : Fin 3, (bcc.map fun v => v i * v j * v k * v l).sum
      = cubicTensor (8 : ℤ) 8 8 i j k l := by decide +kernel
  refine ⟨?_, ?_, ?_⟩ <;> funext i j k l
  · rw [stiffness_eq_int fcc 2 (by decide +kernel), hf]
    simp only [cubicTensor, kron]
    push_cast
    ring
  · rw [stiffness_eq_int sc 1 (by decide +kernel), hs]
    simp only [cubicTensor, kron]
    push_cast
    ring
  · rw [stiffness_eq_int bcc 3 (by decide +kernel), hb]
    simp only [cubicTensor, kron]
    push_cast
    ring

/-- The fcc crystal with nearest-neighbour central forces has positive elastic energy for every
nonzero symmetric strain. -/
theorem fcc_stable (ε : Matrix (Fin 3) (Fin 3) ℝ) (hε : ε.IsSymm) (hne : ε ≠ 0) :
    0 < energy (stiffness fcc) ε := by
  refine lt_of_le_of_ne (energy_nonneg fcc ε) fun h0 => hne ?_
  have h := (energy_eq_zero_iff fcc ε).1 h0.symm
  -- six of the bonds already determine the six strain components
  have a := h ![1, 1, 0] (by simp [fcc])
  have b := h ![1, -1, 0] (by simp [fcc])
  have c := h ![1, 0, 1] (by simp [fcc])
  have d := h ![1, 0, -1] (by simp [fcc])
  have e := h ![0, 1, 1] (by simp [fcc])
  have f := h ![0, 1, -1] (by simp [fcc])
  norm_num [elongation_eq, lenSq, Fin.sum_univ_three, vec_two] at a b c d e f
  have s1 := hε.apply 0 1
  have s2 := hε.apply 0 2
  have s3 := hε.apply 1 2
  ext i j
  fin_cases i <;> fin_cases j <;> simp <;> linarith

/-- In the simple cubic crystal the zero-energy strains are exactly those with vanishing
diagonal. -/
theorem sc_soft_iff (ε : Matrix (Fin 3) (Fin 3) ℝ) :
    energy (stiffness sc) ε = 0 ↔ ε 0 0 = 0 ∧ ε 1 1 = 0 ∧ ε 2 2 = 0 := by
  rw [energy_eq_zero_iff]
  constructor
  · intro h
    have a := h ![1, 0, 0] (by simp [sc])
    have b := h ![0, 1, 0] (by simp [sc])
    have c := h ![0, 0, 1] (by simp [sc])
    norm_num [elongation_eq, lenSq, Fin.sum_univ_three, vec_two] at a b c
    exact ⟨a, b, c⟩
  · rintro ⟨a, b, c⟩ v hv
    simp only [sc, List.mem_cons, List.not_mem_nil, or_false] at hv
    rw [elongation_eq, div_eq_zero_iff]
    left
    rcases hv with rfl | rfl | rfl | rfl | rfl | rfl <;>
      norm_num [Fin.sum_univ_three, vec_two, a, b, c]

/-- In the bcc crystal the zero-energy symmetric strains are exactly the traceless diagonal
ones. -/
theorem bcc_soft_iff (ε : Matrix (Fin 3) (Fin 3) ℝ) (hε : ε.IsSymm) :
    energy (stiffness bcc) ε = 0 ↔
      ε 0 1 = 0 ∧ ε 0 2 = 0 ∧ ε 1 2 = 0 ∧ ε 0 0 + ε 1 1 + ε 2 2 = 0 := by
  have s1 := hε.apply 0 1
  have s2 := hε.apply 0 2
  have s3 := hε.apply 1 2
  rw [energy_eq_zero_iff]
  constructor
  · intro h
    -- the four body diagonals give four independent equations
    have a := h ![1, 1, 1] (by simp [bcc])
    have b := h ![1, 1, -1] (by simp [bcc])
    have c := h ![1, -1, 1] (by simp [bcc])
    have d := h ![1, -1, -1] (by simp [bcc])
    norm_num [elongation_eq, lenSq, Fin.sum_univ_three, vec_two] at a b c d
    refine ⟨?_, ?_, ?_, ?_⟩ <;> linarith
  · rintro ⟨a, b, c, d⟩ v hv
    simp only [bcc, List.mem_cons, List.not_mem_nil, or_false] at hv
    rw [elongation_eq, div_eq_zero_iff]
    left
    rcases hv with rfl | rfl | rfl | rfl | rfl | rfl | rfl | rfl <;>
      norm_num [Fin.sum_univ_three, vec_two] <;> linarith

/-- A shear in the `xy` plane costs no energy in the simple cubic crystal, and a stretch along
`x` with equal compression along `y` costs none in the bcc crystal. -/
theorem explicit_soft_strains :
    energy (stiffness sc) !![0, 1, 0; 1, 0, 0; 0, 0, 0] = 0 ∧
      energy (stiffness bcc) !![1, 0, 0; 0, -1, 0; 0, 0, 0] = 0 := by
  constructor
  · exact (sc_soft_iff _).2 (by simp)
  · refine (bcc_soft_iff _ ?_).2 (by simp)
    ext i j
    fin_cases i <;> fin_cases j <;> simp

end CauchyCentralForceCrystals
```

```lean
#print axioms CauchyCentralForceCrystals.cauchy_relation
#print axioms CauchyCentralForceCrystals.cubic_constants
#print axioms CauchyCentralForceCrystals.fcc_stable
#print axioms CauchyCentralForceCrystals.explicit_soft_strains
```

```
'CauchyCentralForceCrystals.cauchy_relation' depends on axioms: [propext, Classical.choice, Quot.sound]
'CauchyCentralForceCrystals.cubic_constants' depends on axioms: [propext, Classical.choice, Quot.sound]
'CauchyCentralForceCrystals.fcc_stable' depends on axioms: [propext, Classical.choice, Quot.sound]
'CauchyCentralForceCrystals.explicit_soft_strains' depends on axioms: [propext, Classical.choice, Quot.sound]
```

## How the definitions and proofs follow the physics

A bond is an integer vector `v : Fin 3 → ℤ`. The lists `fcc` and `bcc` use units of half the cubic lattice parameter, and `sc` uses the full parameter. The function `dir` divides by the Euclidean length, so these units drop out. Both \(n\) and \(-n\) are listed, and each is counted. The strain is a real \(3\times3\) matrix, and `ε.IsSymm` says that it is symmetric.

The theorem `cubic_constants` equates whole tensors. Its right-hand sides use `cubicTensor`, the general cubic form written with Kronecker deltas, so all 81 components are fixed. To prove it, `stiffness_eq_int` removes the square roots: for bonds of common squared length \(s\), the tensor is an integer sum divided by \(s^2\). The tactic `decide +kernel` evaluates the integer sums, which correspond to the constants \((8,4,4)\), \((2,0,0)\) and \((8,8,8)\). Division by \(4\), \(1\) and \(9\) gives the table.

The theorems `cauchy_relation` and `energy_eq_bond_sum` hold for any finite list of bonds. The first reorders a product with `ring`. The second proceeds by induction on the list: `h1` splits off one bond's energy, and `h2` identifies it as half a squared elongation. With `energy_nonneg`, which gives the sign, `energy_eq_zero_iff` turns zero energy into one linear equation per bond.

For fcc, `fcc_stable` assumes that the energy is zero, takes six bond equations and lets `linarith` derive \(\varepsilon=0\), a contradiction. The theorems `sc_soft_iff` and `bcc_soft_iff` solve the equations in one direction and check every listed bond in the other. `explicit_soft_strains` then supplies one nonzero example for each lattice: a shear for simple cubic, and a stretch with equal perpendicular compression for bcc.

The symmetry hypothesis in `fcc_stable` is easily forgotten, and without it the statement is false. An antisymmetric \(\varepsilon\) describes an infinitesimal rotation; it has \(n\cdot\varepsilon n=0\) for every \(n\), and so costs no energy in any lattice. `sc_soft_iff` needs no such hypothesis, because its conditions involve only the diagonal.

## What the spring model leaves out

The theorems start from the bond sum as the definition of the stiffness; they do not derive it from an interatomic potential. The Cauchy relation here is thus a property of this sum, not a theorem about all crystals with central forces. The physical assumptions behind the sum are springs without tension in the reference state and atoms that follow the homogeneous strain. Prestressed bonds, angular or many-body forces and further neighbour shells would add terms.

Positive energy for fcc concerns homogeneous strain only. It does not cover phonons at finite wavevector, large deformations or temperature. Likewise, a zero-energy strain in simple cubic or bcc is soft to quadratic order in this model; the result does not say that a real crystal with that structure is unstable.

The definition could also have carried the dimensional prefactor. For spring constant \(k\), bond length \(r_0\) and volume per atom \(V\), sharing each spring between its two atoms gives

\[
C_{ijkl}=\frac{k r_0^2}{2V}\sum_{\text{bonds}}n_in_jn_kn_l .
\]

That version would give constants in units of pressure, which a code could compare directly with its output. For positive \(k\), the ratios within each lattice and the sets of soft strains would stay the same, but comparing absolute values between lattices would require the different factors \(r_0^2/V\).
